# Onsager symmetry, Jones-Zener expansion and Hall slope for a finite linearised Boltzmann equation

If the magnetic term made a discretised Boltzmann operator singular at some field, its inverse, and with it the formula used here for the conductivity, would be undefined there. The theorems below exclude this at every real field when the collision matrix is symmetric positive definite and the magnetic matrix antisymmetric, and they give the field-reversal symmetry and the weak-field Hall slope.

In Lean 4 with Mathlib:

```lean
import Mathlib

open Matrix Filter Topology

namespace JonesZener

noncomputable section

variable {n : Type*} [Fintype n] [DecidableEq n] {L Ω : Matrix n n ℝ}

/-- The linearised Boltzmann operator `L + B Ω`: collisions `L` plus the magnetic drift term
`Ω` multiplied by the field strength `B`. -/
def boltzmannOp (L Ω : Matrix n n ℝ) (B : ℝ) : Matrix n n ℝ := L + B • Ω

/-- The conductivity `⟨v, (L + B Ω)⁻¹ w⟩` between the velocity vectors `v` and `w`, for fields
`B` at which `L + B Ω` is invertible. -/
def conductivity (L Ω : Matrix n n ℝ) (v w : n → ℝ) (B : ℝ) : ℝ :=
  v ⬝ᵥ (boltzmannOp L Ω B)⁻¹ *ᵥ w

omit [DecidableEq n] in
/-- The matrix elements of an antisymmetric magnetic term change sign when the two
distributions are exchanged. -/
theorem magnetic_antisymm (hΩ : Ωᵀ = -Ω) (x y : n → ℝ) :
    x ⬝ᵥ Ω *ᵥ y = -(y ⬝ᵥ Ω *ᵥ x) := by
  rw [Matrix.dotProduct_mulVec x, ← Matrix.mulVec_transpose, hΩ, Matrix.neg_mulVec,
    neg_dotProduct, dotProduct_comm]

/-- With a positive definite collision operator and an antisymmetric magnetic term, the
Boltzmann operator is invertible at every field. -/
theorem boltzmannOp_isUnit (hL : L.PosDef) (hΩ : Ωᵀ = -Ω) (B : ℝ) :
    IsUnit (boltzmannOp L Ω B) := by
  rw [Matrix.isUnit_iff_isUnit_det, isUnit_iff_ne_zero]
  intro hdet
  obtain ⟨x, hx, h0⟩ := Matrix.exists_mulVec_eq_zero_iff.2 hdet
  have hpos := hL.dotProduct_mulVec_pos hx
  rw [star_trivial] at hpos
  -- the magnetic term drops out of the quadratic form
  have hmag : x ⬝ᵥ Ω *ᵥ x = 0 := by linarith [magnetic_antisymm hΩ x x]
  have hq : x ⬝ᵥ boltzmannOp L Ω B *ᵥ x = x ⬝ᵥ L *ᵥ x := by
    rw [boltzmannOp, Matrix.add_mulVec, Matrix.smul_mulVec, dotProduct_add,
      dotProduct_smul, hmag, smul_zero, add_zero]
  rw [h0, dotProduct_zero] at hq
  linarith

/-- Onsager relation: for positive definite `L` and antisymmetric `Ω`, exchanging the two
velocity vectors is the same as reversing the magnetic field. -/
theorem onsager (hL : L.PosDef) (hΩ : Ωᵀ = -Ω) (v w : n → ℝ) (B : ℝ) :
    conductivity L Ω v w B = conductivity L Ω w v (-B) := by
  have hLt : Lᵀ = L :=
    (Matrix.conjTranspose_eq_transpose_of_trivial L).symm.trans hL.isHermitian.eq
  have hT : (boltzmannOp L Ω B)ᵀ = boltzmannOp L Ω (-B) := by
    rw [boltzmannOp, boltzmannOp, Matrix.transpose_add, Matrix.transpose_smul, hLt, hΩ,
      smul_neg, neg_smul]
  rw [conductivity, conductivity, Matrix.dotProduct_mulVec v, ← Matrix.mulVec_transpose,
    Matrix.transpose_nonsing_inv, hT, dotProduct_comm]

/-- Resolvent identity linking the inverse Boltzmann operators at two fields `B₀` and `B`, for
positive definite `L` and antisymmetric `Ω`. -/
theorem resolvent (hL : L.PosDef) (hΩ : Ωᵀ = -Ω) (B₀ B : ℝ) :
    (boltzmannOp L Ω B)⁻¹ = (boltzmannOp L Ω B₀)⁻¹ -
      (B - B₀) • ((boltzmannOp L Ω B₀)⁻¹ * Ω * (boltzmannOp L Ω B)⁻¹) := by
  have hK : boltzmannOp L Ω B = boltzmannOp L Ω B₀ + (B - B₀) • Ω := by
    unfold boltzmannOp
    module
  have h1 := Matrix.mul_nonsing_inv _
    ((Matrix.isUnit_iff_isUnit_det _).1 (boltzmannOp_isUnit hL hΩ B))
  have h2 := Matrix.nonsing_inv_mul _
    ((Matrix.isUnit_iff_isUnit_det _).1 (boltzmannOp_isUnit hL hΩ B₀))
  refine eq_sub_of_add_eq (Eq.symm ?_)
  calc (boltzmannOp L Ω B₀)⁻¹
      = (boltzmannOp L Ω B₀)⁻¹ * (boltzmannOp L Ω B * (boltzmannOp L Ω B)⁻¹) := by
        rw [h1, mul_one]
    _ = (boltzmannOp L Ω B₀)⁻¹ *
          ((boltzmannOp L Ω B₀ + (B - B₀) • Ω) * (boltzmannOp L Ω B)⁻¹) := by rw [← hK]
    _ = ((boltzmannOp L Ω B₀)⁻¹ * boltzmannOp L Ω B₀) * (boltzmannOp L Ω B)⁻¹ +
          (B - B₀) • ((boltzmannOp L Ω B₀)⁻¹ * Ω * (boltzmannOp L Ω B)⁻¹) := by
        simp only [add_mul, mul_add, smul_mul_assoc, mul_smul_comm, mul_assoc]
    _ = _ := by rw [h2, one_mul]

/-- Jones-Zener expansion to order `N` in the field with its exact remainder, at every `B`,
for positive definite `L` and antisymmetric `Ω`. -/
theorem jones_zener_expansion (hL : L.PosDef) (hΩ : Ωᵀ = -Ω) (B : ℝ) (N : ℕ) :
    (boltzmannOp L Ω B)⁻¹ =
      ∑ k ∈ Finset.range N, (-B) ^ k • ((L⁻¹ * Ω) ^ k * L⁻¹) +
        (-B) ^ N • ((L⁻¹ * Ω) ^ N * (boltzmannOp L Ω B)⁻¹) := by
  have h : (boltzmannOp L Ω B)⁻¹ =
      L⁻¹ + (-B) • (L⁻¹ * Ω * (boltzmannOp L Ω B)⁻¹) := by
    have h0 := resolvent hL hΩ 0 B
    have hK0 : boltzmannOp L Ω 0 = L := by simp [boltzmannOp]
    rw [hK0, sub_zero, sub_eq_add_neg, ← neg_smul] at h0
    exact h0
  induction N with
  | zero => simp
  | succ N ih =>
    -- insert the resolvent identity once more into the remainder
    have hstep : (L⁻¹ * Ω) ^ N * (boltzmannOp L Ω B)⁻¹ = (L⁻¹ * Ω) ^ N * L⁻¹ +
        (-B) • ((L⁻¹ * Ω) ^ (N + 1) * (boltzmannOp L Ω B)⁻¹) := by
      rw [pow_succ, mul_assoc ((L⁻¹ * Ω) ^ N) (L⁻¹ * Ω), ← mul_smul_comm, ← mul_add, ← h]
    refine ih.trans ?_
    rw [Finset.sum_range_succ, hstep, smul_add, smul_smul, ← pow_succ (-B), add_assoc]

/-- For positive definite `L` and antisymmetric `Ω` the conductivity is a continuous function
of the magnetic field. -/
theorem conductivity_continuous (hL : L.PosDef) (hΩ : Ωᵀ = -Ω) (v w : n → ℝ) :
    Continuous fun B => conductivity L Ω v w B := by
  have hK : Continuous fun B => boltzmannOp L Ω B := by
    unfold boltzmannOp
    exact continuous_const.add (continuous_id.smul continuous_const)
  -- the inverse is the adjugate divided by a determinant that never vanishes
  have hinv : Continuous fun B => (boltzmannOp L Ω B)⁻¹ := by
    simp only [Matrix.inv_def, Ring.inverse_eq_inv']
    exact (hK.matrix_det.inv₀ fun B =>
      ((Matrix.isUnit_iff_isUnit_det _).1 (boltzmannOp_isUnit hL hΩ B)).ne_zero).smul
        hK.matrix_adjugate
  simp only [conductivity, dotProduct, Matrix.mulVec]
  exact continuous_finsetSum _ fun i _ => continuous_const.mul
    (continuous_finsetSum _ fun j _ => (hinv.matrix_elem i j).mul continuous_const)

/-- The field derivative of the conductivity at any field `B₀`, for positive definite `L` and
antisymmetric `Ω`. -/
theorem conductivity_hasDerivAt (hL : L.PosDef) (hΩ : Ωᵀ = -Ω) (v w : n → ℝ) (B₀ : ℝ) :
    HasDerivAt (conductivity L Ω v w)
      (-(v ⬝ᵥ ((boltzmannOp L Ω B₀)⁻¹ * Ω * (boltzmannOp L Ω B₀)⁻¹) *ᵥ w)) B₀ := by
  have hg : ∀ B, v ⬝ᵥ ((boltzmannOp L Ω B₀)⁻¹ * Ω * (boltzmannOp L Ω B)⁻¹) *ᵥ w =
      conductivity L Ω (v ᵥ* ((boltzmannOp L Ω B₀)⁻¹ * Ω)) w B := by
    intro B
    rw [conductivity, ← Matrix.mulVec_mulVec, Matrix.dotProduct_mulVec v]
  have key : ∀ B, conductivity L Ω v w B = conductivity L Ω v w B₀ -
      (B - B₀) * conductivity L Ω (v ᵥ* ((boltzmannOp L Ω B₀)⁻¹ * Ω)) w B := by
    intro B
    have h := congrArg (fun M => v ⬝ᵥ M *ᵥ w) (resolvent hL hΩ B₀ B)
    simp only [Matrix.sub_mulVec, Matrix.smul_mulVec, dotProduct_sub, dotProduct_smul,
      hg, smul_eq_mul] at h
    exact h
  rw [hg, hasDerivAt_iff_tendsto_slope]
  -- away from `B₀` the difference quotient agrees with a continuous function of the field
  have hlim := ((conductivity_continuous hL hΩ
    (v ᵥ* ((boltzmannOp L Ω B₀)⁻¹ * Ω)) w).neg.tendsto B₀).mono_left
      (nhdsWithin_le_nhds (s := {B₀}ᶜ))
  refine hlim.congr' ?_
  filter_upwards [self_mem_nhdsWithin] with B hB
  have hne : B - B₀ ≠ 0 := sub_ne_zero.2 hB
  rw [slope_def_field, key B, eq_div_iff hne]
  simp only [Pi.neg_apply]
  ring

/-- Weak-field Hall response: for positive definite `L` and antisymmetric `Ω`, the conductivity
has slope `-⟨L⁻¹ v, Ω L⁻¹ w⟩` at zero field, and this slope is antisymmetric in `v` and `w`. -/
theorem hall_response (hL : L.PosDef) (hΩ : Ωᵀ = -Ω) (v w : n → ℝ) :
    HasDerivAt (conductivity L Ω v w) (-((L⁻¹ *ᵥ v) ⬝ᵥ Ω *ᵥ (L⁻¹ *ᵥ w))) 0 ∧
      -((L⁻¹ *ᵥ v) ⬝ᵥ Ω *ᵥ (L⁻¹ *ᵥ w)) = (L⁻¹ *ᵥ w) ⬝ᵥ Ω *ᵥ (L⁻¹ *ᵥ v) := by
  have hLt : Lᵀ = L :=
    (Matrix.conjTranspose_eq_transpose_of_trivial L).symm.trans hL.isHermitian.eq
  have hK0 : boltzmannOp L Ω 0 = L := by simp [boltzmannOp]
  constructor
  · have h := conductivity_hasDerivAt hL hΩ v w 0
    rw [hK0, mul_assoc, ← Matrix.mulVec_mulVec, ← Matrix.mulVec_mulVec,
      Matrix.dotProduct_mulVec v, ← Matrix.mulVec_transpose,
      Matrix.transpose_nonsing_inv, hLt] at h
    exact h
  · rw [magnetic_antisymm hΩ (L⁻¹ *ᵥ v), neg_neg]

/-- The two-dimensional Drude model with relaxation rate `γ > 0` meets the hypotheses, and its
Hall conductivity is `-B / (γ² + B²)`. -/
theorem drude_witness (γ : ℝ) (hγ : 0 < γ) :
    (γ • (1 : Matrix (Fin 2) (Fin 2) ℝ)).PosDef ∧
      (!![0, 1; -1, 0] : Matrix (Fin 2) (Fin 2) ℝ)ᵀ = -!![0, 1; -1, 0] ∧
      ∀ B : ℝ, conductivity (γ • (1 : Matrix (Fin 2) (Fin 2) ℝ)) !![0, 1; -1, 0]
        ![1, 0] ![0, 1] B = -B / (γ ^ 2 + B ^ 2) := by
  refine ⟨Matrix.PosDef.one.smul hγ, ?_, fun B => ?_⟩
  · ext i j
    fin_cases i <;> fin_cases j <;> simp
  · have hK : boltzmannOp (γ • (1 : Matrix (Fin 2) (Fin 2) ℝ)) !![0, 1; -1, 0] B =
        !![γ, B; -B, γ] := by
      ext i j
      fin_cases i <;> fin_cases j <;> simp [boltzmannOp]
    have hd : γ * γ - B * -B = γ ^ 2 + B ^ 2 := by ring
    rw [conductivity, hK, Matrix.inv_def, Matrix.adjugate_fin_two_of,
      Matrix.det_fin_two_of, Ring.inverse_eq_inv', hd]
    simp [dotProduct, Matrix.mulVec, Fin.sum_univ_two, div_eq_inv_mul]

end

end JonesZener
```

```lean
#print axioms JonesZener.onsager
#print axioms JonesZener.jones_zener_expansion
#print axioms JonesZener.hall_response
```

```
'JonesZener.onsager' depends on axioms: [propext, Classical.choice, Quot.sound]
'JonesZener.jones_zener_expansion' depends on axioms: [propext, Classical.choice, Quot.sound]
'JonesZener.hall_response' depends on axioms: [propext, Classical.choice, Quot.sound]
```

## Collisions, magnetic drift and conductivity

The finite type `n` labels the discretised electron states. The matrix $L$ describes collisions, $\Omega$ the drift caused by the magnetic field, and the real number $B$ is the field strength. Write $K(B)=L+B\Omega$, which is `boltzmannOp`. For real vectors $v,w$, usually two velocity components sampled on the states, `conductivity` is
$$\sigma_{vw}(B)=v\cdot K(B)^{-1}w .$$
Charges, densities and statistical weights are absorbed into the vectors and matrices, and the sign of $B$ is fixed by the choice of $\Omega$.

Over the reals, `L.PosDef` includes symmetry. The symmetry stands for detailed balance, and positivity means that collisions damp every deviation from equilibrium. The condition `Ωᵀ = -Ω` says that magnetic drift moves electrons around without relaxing them. Both are assumed, as is an $L$ independent of $B$; neither is derived from a scattering mechanism or a band structure.

## Invertibility and field reversal

Antisymmetry gives $x\cdot\Omega y=(\Omega^Tx)\cdot y=-y\cdot\Omega x$, which is `magnetic_antisymm`. With $y=x$ it gives $x\cdot\Omega x=0$. If $K(B)x=0$ for some $x\ne0$, then
$$0=x\cdot K(B)x=x\cdot Lx+B\,x\cdot\Omega x=x\cdot Lx>0,$$
a contradiction. A square matrix with no nonzero null vector is invertible; `boltzmannOp_isUnit` reaches the null vector by supposing that the determinant vanishes.

Since $K(B)^T=L-B\Omega=K(-B)$, transposing the inverse gives
$$\sigma_{vw}(B)=w\cdot K(-B)^{-1}v=\sigma_{wv}(-B).$$
This is `onsager`: the reciprocity relation for this matrix model, with the symmetries of $L$ and $\Omega$ in the place of a derivation from microscopic reversibility.

## The expansion with its remainder

For two fields, $K(B)=K(B_0)+(B-B_0)\Omega$. Multiplying by $K(B_0)^{-1}$ on the left and $K(B)^{-1}$ on the right, then rearranging, gives `resolvent`:
$$K(B)^{-1}=K(B_0)^{-1}-(B-B_0)K(B_0)^{-1}\Omega K(B)^{-1}.$$
At $B_0=0$ the first inverse is $L^{-1}$. Inserting the identity repeatedly into its own last term gives
$$K(B)^{-1}=\sum_{k=0}^{N-1}(-B)^k(L^{-1}\Omega)^kL^{-1}+(-B)^N(L^{-1}\Omega)^NK(B)^{-1}.$$
The induction in `jones_zener_expansion` makes one such insertion per step. The equality holds at every $B$, but it does not say that the remainder tends to zero as $N$ grows.

## The slope at any field and at zero

The inverse is the adjugate divided by a nonzero determinant, both polynomial in $B$, so $\sigma_{vw}$ is continuous. For $B\ne B_0$ the resolvent identity gives
$$\frac{\sigma_{vw}(B)-\sigma_{vw}(B_0)}{B-B_0}=-v\cdot K(B_0)^{-1}\Omega K(B)^{-1}w .$$
In `conductivity_hasDerivAt`, the factor $K(B_0)^{-1}\Omega$ is absorbed into the left vector. The right side is then minus another conductivity, and its continuity supplies the limit
$$\sigma'_{vw}(B_0)=-v\cdot K(B_0)^{-1}\Omega K(B_0)^{-1}w .$$
At $B_0=0$, the symmetry of $L^{-1}$ turns this into `hall_response`:
$$\sigma'_{vw}(0)=-(L^{-1}v)\cdot\Omega(L^{-1}w)=-\sigma'_{wv}(0).$$
In a finite linearised transport code whose matrices $L$ and $\Omega$ are independent of $B$ and satisfy the hypotheses, and whose conductivity tensor is built from the same field-independent velocity vectors on the left and on the right, a symmetric part in the computed zero-field slope therefore signals a numerical or implementation error.

In the two-dimensional Drude case of `drude_witness`, $L=\gamma I$ with relaxation rate $\gamma>0$, and
$$K(B)=\begin{pmatrix}\gamma&B\\-B&\gamma\end{pmatrix},\qquad
K(B)^{-1}=\frac1{\gamma^2+B^2}\begin{pmatrix}\gamma&-B\\B&\gamma\end{pmatrix}.$$
The upper right entry is the Hall conductivity $-B/(\gamma^2+B^2)$, with slope $-1/\gamma^2$ at zero field. Here the two indices label velocity components instead of electron states, $B$ is expressed as a cyclotron frequency, and the Drude prefactor, carrier density times charge squared over mass, is set to one.

## Collisions that conserve particle number

A number-conserving collision operator has a zero mode, so its matrix $L$ is at best positive semidefinite and the theorems above do not apply to it directly. Invertibility on the whole space fails whenever $\Omega$ annihilates that mode too. If $L$ is symmetric positive semidefinite and $\Omega$ annihilates its whole kernel, both matrices map the orthogonal complement of that kernel into itself, and $L$ is positive definite there. For $v$ and $w$ in this complement the inverse can be taken there, and the argument above applies.
